# For a Gaussian repulsion on finitely many points, real orbitals satisfy 0 ≤ K ≤ J

Two electrons occupy orthonormal real orbitals $f$ and $g$ and repel each other. In Hartree–Fock theory the pair contributes the direct integral $J$ to the energy if the spins are opposite, and $J-K$, with the exchange integral $K$, if they are parallel.

Take just two points, 0 and 1, with repulsion 1 on the same point and $s=e^{-ar^2}$ at distance $r$, where $a\ge 0$. With $p_i=f_ig_i$,

$$K=p_0^2+p_1^2+2s\,p_0p_1,\qquad J-K=s\,(f_0g_1-f_1g_0)^2 .$$

Since $0<s\le1$, both are nonnegative. The same holds for any finite number of points in any dimension, so within this model, for the same two orthonormal orbitals, parallel spins never cost more repulsion than opposite ones.

## Points, orbitals and the two integrals

```lean
import Mathlib

open Matrix

namespace GaussianRepulsion

noncomputable section

variable {ι d κ : Type*} [Fintype ι] [Fintype d] [Fintype κ]
```

There are three finite label sets: `ι` for the points, `d` for the coordinate axes and `κ` for the Gaussians in a sum.

```lean
/-- The squared Euclidean distance between two points with real coordinates. -/
def distSq (x y : d → ℝ) : ℝ := ∑ k, (x k - y k) ^ 2
```

This is $|x-y|^2=\sum_k(x_k-y_k)^2$.

```lean
/-- The Gaussian interaction `exp (-a |x_i - x_j|²)` between the points `x_i`. -/
def gaussianMatrix (a : ℝ) (x : ι → d → ℝ) : Matrix ι ι ℝ :=
  Matrix.of fun i j => Real.exp (-a * distSq (x i) (x j))
```

The interaction is $V_{ij}=e^{-a|x_i-x_j|^2}$, with its strength at zero distance set to 1.

```lean
/-- The direct integral `J` of two real orbitals on a finite set of points: the interaction of
the densities `f²` and `g²`. -/
def coulomb (V : Matrix ι ι ℝ) (f g : ι → ℝ) : ℝ :=
  ∑ i, ∑ j, f i ^ 2 * V i j * g j ^ 2
```

$J=\sum_{ij}f_i^2V_{ij}g_j^2$. The name `coulomb` refers to the type of integral; the interaction `V` may be any real matrix.

```lean
/-- The exchange integral `K` of two real orbitals on a finite set of points: the interaction of
the overlap density `f g` with itself. -/
def exchange (V : Matrix ι ι ℝ) (f g : ι → ℝ) : ℝ :=
  ∑ i, ∑ j, (f i * g i) * V i j * (f j * g j)
```

$K=\sum_{ij}(f_ig_i)V_{ij}(f_jg_j)$. The inequalities below hold for orbitals that are neither normalised nor orthogonal, but reading $J-K$ as the repulsion energy of parallel spins requires orthonormal ones. Positive quadrature weights can be absorbed by multiplying each orbital value by the square root of its weight. The step to integrals over continuous space with the true $1/r$ remains to be made.

## Positivity from a power series

```lean
omit [Fintype ι] in
/-- The Gaussian interaction is symmetric under exchange of the two points. -/
theorem gaussian_symm (a : ℝ) (x : ι → d → ℝ) (i j : ι) :
    gaussianMatrix a x i j = gaussianMatrix a x j i := by
  have h : distSq (x i) (x j) = distSq (x j) (x i) :=
    Finset.sum_congr rfl fun k _ => by ring
  simp only [gaussianMatrix, Matrix.of_apply, h]
```

In a Lean theorem, the statement stands before `:=` and the proof after it. Here $V_{ij}=V_{ji}$, because $(x_k-y_k)^2=(y_k-x_k)^2$.

```lean
/-- Every entrywise power of the matrix of scalar products `x_i · x_j` has a nonnegative
quadratic form. -/
theorem gram_pow_nonneg (x : ι → d → ℝ) (n : ℕ) (c : ι → ℝ) :
    0 ≤ ∑ i, ∑ j, c i * c j * (x i ⬝ᵥ x j) ^ n := by
  induction n generalizing c with
  | zero =>
    simp only [pow_zero, mul_one]
    rw [← Finset.sum_mul_sum]
    exact mul_self_nonneg _
  | succ n ih =>
    -- one scalar product is spent on new coefficients `c_i x_ik`, one set for each axis `k`
    have key : ∑ k, ∑ i, ∑ j, (c i * x i k) * (c j * x j k) * (x i ⬝ᵥ x j) ^ n
        = ∑ i, ∑ j, c i * c j * (x i ⬝ᵥ x j) ^ (n + 1) := by
      refine Finset.sum_comm.trans (Finset.sum_congr rfl fun i _ =>
        Finset.sum_comm.trans (Finset.sum_congr rfl fun j _ => ?_))
      calc ∑ k, (c i * x i k) * (c j * x j k) * (x i ⬝ᵥ x j) ^ n
          = ∑ k, (c i * c j * (x i ⬝ᵥ x j) ^ n) * (x i k * x j k) :=
            Finset.sum_congr rfl fun k _ => by ring
        _ = (c i * c j * (x i ⬝ᵥ x j) ^ n) * (x i ⬝ᵥ x j) := by
            rw [← Finset.mul_sum]; rfl
        _ = c i * c j * (x i ⬝ᵥ x j) ^ (n + 1) := by ring
    rw [← key]
    exact Finset.sum_nonneg fun k _ => ih fun i => c i * x i k
```

The claim is $\sum_{ij}c_ic_j(x_i\cdot x_j)^n\ge0$ for all real $c$. For $n=0$ the sum is $(\sum_ic_i)^2$. For the next power, write out one scalar product:

$$\sum_{ij}c_ic_j(x_i\cdot x_j)^{n+1}=\sum_k\sum_{ij}(c_ix_{ik})(c_jx_{jk})(x_i\cdot x_j)^n .$$

This is `key`. Each $k$ gives a sum of the previous kind with new coefficients $c_ix_{ik}$, which is why the induction is `generalizing c`.

```lean
/-- For `a ≥ 0` the Gaussian self-interaction of any real charge distribution `c` on the points
is nonnegative. -/
theorem gaussian_energy_nonneg {a : ℝ} (ha : 0 ≤ a) (x : ι → d → ℝ) (c : ι → ℝ) :
    0 ≤ ∑ i, ∑ j, c i * gaussianMatrix a x i j * c j := by
  have hexp (t : ℝ) : HasSum (fun n : ℕ => t ^ n / (n.factorial : ℝ)) (Real.exp t) := by
    rw [Real.exp_eq_exp_ℝ]
    exact NormedSpace.expSeries_div_hasSum_exp t
  have hd (y z : d → ℝ) : distSq y z = y ⬝ᵥ y + z ⬝ᵥ z - 2 * (y ⬝ᵥ z) := by
    simp only [distSq, dotProduct, Finset.mul_sum, ← Finset.sum_add_distrib,
      ← Finset.sum_sub_distrib]
    exact Finset.sum_congr rfl fun k _ => by ring
  -- the one-point Gaussian factors are absorbed into the charges
  let u : ι → ℝ := fun i => c i * Real.exp (-a * (x i ⬝ᵥ x i))
  have hsplit : ∑ i, ∑ j, c i * gaussianMatrix a x i j * c j
      = ∑ i, ∑ j, u i * u j * Real.exp (2 * a * (x i ⬝ᵥ x j)) := by
    refine Finset.sum_congr rfl fun i _ => Finset.sum_congr rfl fun j _ => ?_
    have he : gaussianMatrix a x i j = Real.exp (-a * (x i ⬝ᵥ x i))
        * Real.exp (-a * (x j ⬝ᵥ x j)) * Real.exp (2 * a * (x i ⬝ᵥ x j)) := by
      simp only [gaussianMatrix, Matrix.of_apply]
      rw [← Real.exp_add, ← Real.exp_add, hd]
      congr 1
      ring
    rw [he]
    simp only [u]
    ring
  -- the remaining exponential is expanded in its power series
  have hs := hasSum_sum (s := Finset.univ) fun i (_ : i ∈ Finset.univ) =>
    hasSum_sum (s := Finset.univ) fun j (_ : j ∈ Finset.univ) =>
      (hexp (2 * a * (x i ⬝ᵥ x j))).mul_left (u i * u j)
  rw [hsplit, ← hs.tsum_eq]
  refine tsum_nonneg fun n => ?_
  have hn : ∑ i, ∑ j, u i * u j * ((2 * a * (x i ⬝ᵥ x j)) ^ n / (n.factorial : ℝ))
      = (2 * a) ^ n / (n.factorial : ℝ) * ∑ i, ∑ j, u i * u j * (x i ⬝ᵥ x j) ^ n := by
    simp only [Finset.mul_sum]
    refine Finset.sum_congr rfl fun i _ => Finset.sum_congr rfl fun j _ => ?_
    rw [mul_pow]
    ring
  rw [hn]
  exact mul_nonneg (by positivity) (gram_pow_nonneg x n u)
```

Insert $|x_i-x_j|^2=x_i\cdot x_i+x_j\cdot x_j-2x_i\cdot x_j$ (`hd`) and set $u_i=c_ie^{-a\,x_i\cdot x_i}$. Then

$$\sum_{ij}c_iV_{ij}c_j=\sum_{ij}u_iu_je^{2a\,x_i\cdot x_j}=\sum_{n=0}^\infty\frac{(2a)^n}{n!}\sum_{ij}u_iu_j(x_i\cdot x_j)^n\ge0 .$$

The first equality is `hsplit`; `hs` and `hn` supply the second. The condition $a\ge0$ makes every prefactor nonnegative.

```lean
/-- For `a ≥ 0` the Gaussian interaction matrix is positive semidefinite and all its entries are
positive. -/
theorem gaussian_posSemidef_and_pos {a : ℝ} (ha : 0 ≤ a) (x : ι → d → ℝ) :
    (gaussianMatrix a x).PosSemidef ∧ ∀ i j, 0 < gaussianMatrix a x i j := by
  refine ⟨Matrix.PosSemidef.of_dotProduct_mulVec_nonneg
    (Matrix.IsHermitian.ext fun i j => ?_) fun c => ?_, fun i j => Real.exp_pos _⟩
  · rw [star_trivial]
    exact gaussian_symm a x j i
  · have h := gaussian_energy_nonneg ha x c
    simpa only [dotProduct, Matrix.mulVec, star_trivial, Finset.mul_sum, ← mul_assoc] using h
```

`PosSemidef` means Hermitian with a nonnegative quadratic form. `gaussian_symm` and `gaussian_energy_nonneg` supply these properties, and a real exponential is always positive.

## The difference as a sum of squares

```lean
/-- For a symmetric interaction, twice the difference `J - K` is the interaction-weighted sum of
the squares of `f_i g_j - f_j g_i`. -/
theorem two_mul_coulomb_sub_exchange {V : Matrix ι ι ℝ} (hV : ∀ i j, V i j = V j i)
    (f g : ι → ℝ) :
    2 * (coulomb V f g - exchange V f g)
      = ∑ i, ∑ j, V i j * (f i * g j - f j * g i) ^ 2 := by
  have hJ : coulomb V f g = ∑ i, ∑ j, f j ^ 2 * V i j * g i ^ 2 :=
    Finset.sum_comm.trans (Finset.sum_congr rfl fun i _ =>
      Finset.sum_congr rfl fun j _ => by rw [hV j i])
  calc 2 * (coulomb V f g - exchange V f g)
      = coulomb V f g + (∑ i, ∑ j, f j ^ 2 * V i j * g i ^ 2) - 2 * exchange V f g := by
        rw [← hJ]; ring
    _ = ∑ i, ∑ j, V i j * (f i * g j - f j * g i) ^ 2 := by
        simp only [coulomb, exchange, Finset.mul_sum, ← Finset.sum_add_distrib,
          ← Finset.sum_sub_distrib]
        exact Finset.sum_congr rfl fun i _ => Finset.sum_congr rfl fun j _ => by ring
```

Expand the square:

$$V_{ij}(f_ig_j-f_jg_i)^2=f_i^2V_{ij}g_j^2+f_j^2V_{ij}g_i^2-2f_ig_iV_{ij}f_jg_j .$$

Summed over $i,j$, the first term gives $J$. The second gives $J$ again after swapping labels, by symmetry (`hJ`), and the third gives $-2K$.

```lean
/-- For a nonnegative combination of Gaussian repulsions with exponents `a_m ≥ 0`, any two real
orbitals satisfy `0 ≤ K ≤ J`. -/
theorem gaussian_sum_exchange_bounds {a w : κ → ℝ} (ha : ∀ m, 0 ≤ a m) (hw : ∀ m, 0 ≤ w m)
    (x : ι → d → ℝ) (f g : ι → ℝ) :
    0 ≤ exchange (∑ m, w m • gaussianMatrix (a m) x) f g ∧
      exchange (∑ m, w m • gaussianMatrix (a m) x) f g
        ≤ coulomb (∑ m, w m • gaussianMatrix (a m) x) f g := by
  have hV (i j : ι) : (∑ m, w m • gaussianMatrix (a m) x) i j
      = ∑ m, w m * gaussianMatrix (a m) x i j := by
    simp only [Matrix.sum_apply, Matrix.smul_apply, smul_eq_mul]
  constructor
  · -- exchange is linear in the interaction
    have hK : ∑ m, w m * exchange (gaussianMatrix (a m) x) f g
        = exchange (∑ m, w m • gaussianMatrix (a m) x) f g := by
      simp only [exchange, hV, Finset.mul_sum, Finset.sum_mul]
      refine Finset.sum_comm.trans (Finset.sum_congr rfl fun i _ =>
        Finset.sum_comm.trans (Finset.sum_congr rfl fun j _ =>
          Finset.sum_congr rfl fun m _ => ?_))
      ring
    rw [← hK]
    exact Finset.sum_nonneg fun m _ =>
      mul_nonneg (hw m) (gaussian_energy_nonneg (ha m) x fun i => f i * g i)
  · have h := two_mul_coulomb_sub_exchange (V := ∑ m, w m • gaussianMatrix (a m) x)
      (fun i j => by
        rw [hV, hV]
        exact Finset.sum_congr rfl fun m _ => by rw [gaussian_symm]) f g
    have hpos : 0 ≤ ∑ i, ∑ j, (∑ m, w m • gaussianMatrix (a m) x) i j
        * (f i * g j - f j * g i) ^ 2 := by
      refine Finset.sum_nonneg fun i _ => Finset.sum_nonneg fun j _ =>
        mul_nonneg ?_ (sq_nonneg _)
      rw [hV]
      exact Finset.sum_nonneg fun m _ => mul_nonneg (hw m) (Real.exp_pos _).le
    linarith
```

Now $V_{ij}=\sum_mw_me^{-a_m|x_i-x_j|^2}$ with $w_m,a_m\ge0$. Exchange is linear in $V$, so $K=\sum_mw_mK_m$, and each $K_m\ge0$ by the energy bound with $c_i=f_ig_i$. Since $V_{ij}\ge0$, the sum of squares gives $J-K\ge0$.

Such sums arise when a calculation replaces

$$\frac1r=\frac{2}{\sqrt\pi}\int_0^\infty e^{-t^2r^2}\,dt$$

by a quadrature with positive weights, so that $a_m=t_m^2$. In the present model, $K$ can then be computed by forming $p_i=f_ig_i$ once, evaluating $\sum_{ij}p_ie^{-a_m|x_i-x_j|^2}p_j$ for each $m$, and adding the results with weights $w_m$.

```lean
/-- For a Gaussian repulsion with exponent `a ≥ 0`, any two real orbitals on finitely many points
satisfy `0 ≤ K ≤ J`. -/
theorem gaussian_exchange_bounds {a : ℝ} (ha : 0 ≤ a) (x : ι → d → ℝ) (f g : ι → ℝ) :
    0 ≤ exchange (gaussianMatrix a x) f g ∧
      exchange (gaussianMatrix a x) f g ≤ coulomb (gaussianMatrix a x) f g := by
  have h := gaussian_sum_exchange_bounds (κ := Fin 1) (a := fun _ => a) (w := fun _ => 1)
    (fun _ => ha) (fun _ => zero_le_one) x f g
  simpa only [Fin.sum_univ_one, one_smul] using h
```

One Gaussian with weight 1 gives $0\le K\le J$.

```lean
/-- For the Gaussian interaction, `K = J` holds exactly when `f_i g_j = f_j g_i` for all pairs of
points. -/
theorem gaussian_exchange_eq_coulomb_iff (a : ℝ) (x : ι → d → ℝ) (f g : ι → ℝ) :
    exchange (gaussianMatrix a x) f g = coulomb (gaussianMatrix a x) f g
      ↔ ∀ i j, f i * g j = f j * g i := by
  have h := two_mul_coulomb_sub_exchange (gaussian_symm a x) f g
  have hp (i j : ι) : 0 < gaussianMatrix a x i j := Real.exp_pos _
  have hn (i j : ι) : 0 ≤ gaussianMatrix a x i j * (f i * g j - f j * g i) ^ 2 :=
    mul_nonneg (hp i j).le (sq_nonneg _)
  constructor
  · intro he i j
    rw [he, sub_self, mul_zero] at h
    -- a vanishing sum of nonnegative terms vanishes term by term
    have h1 := (Finset.sum_eq_zero_iff_of_nonneg
      fun i _ => Finset.sum_nonneg fun j _ => hn i j).mp h.symm i (Finset.mem_univ i)
    have h2 := (Finset.sum_eq_zero_iff_of_nonneg fun j _ => hn i j).mp h1 j (Finset.mem_univ j)
    have h3 := (mul_eq_zero.mp h2).resolve_left (hp i j).ne'
    exact sub_eq_zero.mp (pow_eq_zero_iff two_ne_zero |>.mp h3)
  · intro he
    have h0 : ∑ i, ∑ j, gaussianMatrix a x i j * (f i * g j - f j * g i) ^ 2 = 0 :=
      Finset.sum_eq_zero fun i _ => Finset.sum_eq_zero fun j _ => by
        rw [he i j, sub_self]; ring
    linarith
```

A vanishing sum of nonnegative terms vanishes term by term, and $V_{ij}>0$, so $K=J$ forces $f_ig_j=f_jg_i$ for all $i,j$: one orbital is a multiple of the other. The converse follows by inserting this into the sum of squares. Here $a$ may have any sign.

## A negative exponent can make exchange negative

```lean
/-- For a negative exponent and two distinct points, the orbitals `(1, 1)` and `(1, -1)` have a
negative exchange integral. -/
theorem exchange_neg_of_exponent_neg {a : ℝ} (ha : a < 0) (x : Fin 2 → d → ℝ)
    (hx : x 0 ≠ x 1) : exchange (gaussianMatrix a x) ![1, 1] ![1, -1] < 0 := by
  obtain ⟨k, hk⟩ := Function.ne_iff.mp hx
  have hD : 0 < distSq (x 0) (x 1) :=
    Finset.sum_pos' (fun _ _ => sq_nonneg _)
      ⟨k, Finset.mem_univ k, pow_pos_of_ne hk⟩
  have h01 : 1 < gaussianMatrix a x 0 1 :=
    Real.one_lt_exp_iff.mpr (mul_pos (neg_pos.mpr ha) hD)
  have h00 : gaussianMatrix a x 0 0 = 1 := by simp [gaussianMatrix, distSq]
  have h11 : gaussianMatrix a x 1 1 = 1 := by simp [gaussianMatrix, distSq]
  have h10 := gaussian_symm a x 1 0
  simp only [exchange, Fin.sum_univ_two, h00, h11, h10, Matrix.cons_val_zero,
    Matrix.cons_val_one, Matrix.cons_val_fin_one]
  linarith
where
  pow_pos_of_ne {y z : ℝ} (h : y ≠ z) : 0 < (y - z) ^ 2 :=
    sq_pos_of_ne_zero (sub_ne_zero.mpr h)

end

end GaussianRepulsion
```

Let $D=|x_0-x_1|^2>0$ and $a<0$. For $f=(1,1)$ and $g=(1,-1)$,

$$K=1+1-2e^{-aD}<0,$$

because $-aD>0$. With normalised orbitals the value is $(1-e^{-aD})/2$. Thus $K\ge0$ fails for every negative exponent once two points differ, whereas $K\le J$ survives, since it needs only symmetry and nonnegative entries.

```lean
#print axioms GaussianRepulsion.gaussian_posSemidef_and_pos
-- 'GaussianRepulsion.gaussian_posSemidef_and_pos' depends on axioms: [propext, Classical.choice, Quot.sound]
#print axioms GaussianRepulsion.gaussian_exchange_bounds
-- 'GaussianRepulsion.gaussian_exchange_bounds' depends on axioms: [propext, Classical.choice, Quot.sound]
#print axioms GaussianRepulsion.gaussian_exchange_eq_coulomb_iff
-- 'GaussianRepulsion.gaussian_exchange_eq_coulomb_iff' depends on axioms: [propext, Classical.choice, Quot.sound]
#print axioms GaussianRepulsion.exchange_neg_of_exponent_neg
-- 'GaussianRepulsion.exchange_neg_of_exponent_neg' depends on axioms: [propext, Classical.choice, Quot.sound]
```
